# Subadditivity and the triangle inequality for the linear entropy of finite bipartite systems

Two spins are prepared together, and each is then examined alone. The state of a part can be mixed even when the state ρ of the pair is pure. How does the mixedness of the parts limit that of the whole? With reduced states ρ_A, ρ_B and linear entropy S = 1 − Tr ρ², finite-dimensional systems obey

|S_A − S_B| ≤ S_AB ≤ S_A + S_B.

The argument applies swap operators to two copies of ρ.

## States and their parts

```lean
import Mathlib

open Matrix
open scoped Kronecker ComplexOrder

namespace LinearEntropySubadditivity

noncomputable section

variable {m n ι : Type*} [Fintype m] [Fintype n] [Fintype ι]
```

The finite sets `m` and `n` label basis states of A and B; `ι` is any finite label set. Systems with infinitely many levels are not covered by the theorems below.

```lean
/-- The reduced matrix of subsystem A, obtained by tracing out B. -/
def traceB {m n : Type*} [Fintype n] (ρ : Matrix (m × n) (m × n) ℂ) : Matrix m m ℂ :=
  Matrix.of fun i j => ∑ a, ρ (i, a) (j, a)
```

The name says what is traced out, so `traceB ρ` is ρ_A:

(ρ_A)_ij = Σ_a ρ_(ia),(ja).

```lean
/-- The reduced matrix of subsystem B, obtained by tracing out A. -/
def traceA {m n : Type*} [Fintype m] (ρ : Matrix (m × n) (m × n) ℂ) : Matrix n n ℂ :=
  Matrix.of fun a b => ∑ i, ρ (i, a) (i, b)
```

Likewise `traceA ρ` is ρ_B, with (ρ_B)_ab = Σ_i ρ_(ia),(ib).

```lean
/-- The linear entropy `1 - Tr ρ²`, with the real part of the trace taken. -/
def linearEntropy (ρ : Matrix ι ι ℂ) : ℝ := 1 - (ρ * ρ).trace.re
```

There is no dimension-dependent prefactor, unlike in some textbooks. Lean's trace is complex, hence `.re`; for Hermitian ρ nothing is lost.

## Swaps on two copies

```lean
/-- Exchange of the A labels of two copies of the system AB. -/
def exchangeA {m n : Type*} (x : (m × n) × (m × n)) : (m × n) × (m × n) :=
  ((x.2.1, x.1.2), (x.1.1, x.2.2))
```

A label of two copies is ((i,a),(j,b)). This map sends it to ((j,a),(i,b)).

```lean
/-- Exchange of the B labels of two copies of the system AB. -/
def exchangeB {m n : Type*} (x : (m × n) × (m × n)) : (m × n) × (m × n) :=
  ((x.1.1, x.2.2), (x.2.1, x.1.2))
```

This one gives ((i,b),(j,a)).

```lean
variable [DecidableEq m] [DecidableEq n] [DecidableEq ι]

/-- The matrix with entry one where `f x = y` and zero elsewhere; it sends a vector `v` to `v ∘ f`.
-/
def permOp {ι : Type*} [DecidableEq ι] (f : ι → ι) : Matrix ι ι ℂ :=
  Matrix.of fun x y => if f x = y then 1 else 0
```

A relabelling f becomes a matrix of zeros and ones, with a one where f(x) = y.

```lean
/-- The operator that swaps the A parts of two copies. -/
abbrev swapA (m n : Type*) [DecidableEq m] [DecidableEq n] :
    Matrix ((m × n) × (m × n)) ((m × n) × (m × n)) ℂ := permOp exchangeA
```

Call this operator F_A.

```lean
/-- The operator that swaps the B parts of two copies. -/
abbrev swapB (m n : Type*) [DecidableEq m] [DecidableEq n] :
    Matrix ((m × n) × (m × n)) ((m × n) × (m × n)) ℂ := permOp exchangeB
```

Call this one F_B.

```lean
/-- Multiplication from the left by a relabelling operator relabels the rows. -/
theorem permOp_mul_apply (f : ι → ι) (K : Matrix ι ι ℂ) (x y : ι) :
    (permOp f * K) x y = K (f x) y := by
  simp [permOp, Matrix.mul_apply]
```

Multiplying by such a matrix moves rows: (PK)_xy = K_f(x),y. The three swap traces below are evaluated this way.

## Positivity of the product

```lean
/-- For Hermitian, commuting `F` and `G` that square to one, the product `(1 - F)(1 - G)` has
nonnegative expectation in every positive semidefinite `K`. -/
theorem antisymmetriser_product_nonneg {F G K : Matrix ι ι ℂ}
    (hF : F.IsHermitian) (hG : G.IsHermitian) (hFF : F * F = 1) (hGG : G * G = 1)
    (hFG : F * G = G * F) (hK : K.PosSemidef) :
    0 ≤ ((1 - F) * (1 - G) * K).trace.re := by
  have hsq : ∀ X : Matrix ι ι ℂ, X * X = 1 → (1 - X) * (1 - X) = (1 - X) + (1 - X) := by
    intro X hX
    have e : (1 - X) * (1 - X) = 1 - X - X + X * X := by noncomm_ring
    rw [e, hX]
    abel
  have hcomm : (1 - G) * (1 - F) = (1 - F) * (1 - G) := by
    have e : (1 - G) * (1 - F) = 1 - F - G + G * F := by noncomm_ring
    rw [e, ← hFG]
    noncomm_ring
  obtain ⟨Q, hQ⟩ : ∃ Q, Q = (1 - F) * (1 - G) := ⟨_, rfl⟩
  -- Q is Hermitian and Q² = 4 Q
  have hQH : Qᴴ = Q := by
    rw [hQ, conjTranspose_mul, conjTranspose_sub, conjTranspose_sub, conjTranspose_one,
      hF.eq, hG.eq, hcomm]
  have hQQ : Q * Q = Q + Q + Q + Q := by
    calc Q * Q = (1 - F) * ((1 - G) * (1 - F)) * (1 - G) := by
          rw [hQ]; simp only [mul_assoc]
      _ = ((1 - F) * (1 - F)) * ((1 - G) * (1 - G)) := by
          rw [hcomm]; simp only [mul_assoc]
      _ = Q + Q + Q + Q := by
          rw [hsq F hFF, hsq G hGG, hQ]; noncomm_ring
  -- hence 4 Tr(Q K) = Tr(Q K Q†) ≥ 0
  have hpos := (Complex.nonneg_iff.mp (hK.mul_mul_conjTranspose_same Q).trace_nonneg).1
  rw [hQH, Matrix.trace_mul_comm, ← mul_assoc, hQQ] at hpos
  simp only [add_mul, Matrix.trace_add, Complex.add_re] at hpos
  rw [← hQ]
  linarith
```

The hypotheses precede the final colon: F and G are Hermitian, commute and square to one, and K is positive semidefinite. When F is a swap, 1 − F is twice the projector onto the states antisymmetric under it. Set Q = (1 − F)(1 − G). Since F and G are Hermitian and commute, Q† = Q. Since (1 − F)² = 2(1 − F), and likewise for G, commutation also gives Q² = 4Q. Therefore

4 Tr(QK) = Tr(Q²K) = Tr(QKQ†) ≥ 0.

In Lean, `hQH` and `hQQ` are the two properties of Q, `hpos` says that the trace is nonnegative, and `linarith` removes the factor 4.

```lean
/-- The swaps of the A parts and of the B parts of two copies are Hermitian, square to one
and commute. -/
theorem antisymmetriser_product_witness (m n : Type*) [Fintype m] [Fintype n]
    [DecidableEq m] [DecidableEq n] :
    (swapA m n).IsHermitian ∧ (swapB m n).IsHermitian ∧ swapA m n * swapA m n = 1 ∧
      swapB m n * swapB m n = 1 ∧ swapA m n * swapB m n = swapB m n * swapA m n := by
  have herm : ∀ f : (m × n) × (m × n) → (m × n) × (m × n), (∀ x, f (f x) = x) →
      (permOp f).IsHermitian := by
    intro f hf
    ext x y
    have hxy : f y = x ↔ f x = y :=
      ⟨fun h => by rw [← h, hf], fun h => by rw [← h, hf]⟩
    by_cases h : f x = y
    · have h' := hxy.mpr h
      simp [permOp, Matrix.conjTranspose_apply, h, h']
    · have h' : ¬ f y = x := fun h' => h (hxy.mp h')
      simp [permOp, Matrix.conjTranspose_apply, h, h']
  refine ⟨herm _ fun _ => rfl, herm _ fun _ => rfl, ?_, ?_, ?_⟩
  · ext x y
    rw [permOp_mul_apply]
    rfl
  · ext x y
    rw [permOp_mul_apply]
    rfl
  · ext x y
    rw [permOp_mul_apply, permOp_mul_apply]
    rfl
```

F_A and F_B meet these hypotheses. Exchanging twice restores every label, which gives F² = 1 and the Hermitian property; the two exchanges act on different labels, so they commute.

## Three traces

```lean
/-- The expectation of the A swap in two copies of `ρ` is `Tr ρ_A²`. -/
theorem trace_swapA (ρ : Matrix (m × n) (m × n) ℂ) :
    (swapA m n * (ρ ⊗ₖ ρ)).trace = (traceB ρ * traceB ρ).trace := by
  simp only [Matrix.trace, Matrix.diag_apply, permOp_mul_apply]
  simp only [exchangeA, Matrix.kroneckerMap_apply, Fintype.sum_prod_type, Matrix.mul_apply,
    traceB, Matrix.of_apply, Finset.sum_mul_sum]
  conv_rhs => rw [Finset.sum_comm]
  exact Finset.sum_congr rfl fun i _ => Finset.sum_comm
```

By the row rule,

Tr(F_A ρ⊗ρ) = Σ_ijab ρ_(ja),(ia) ρ_(ib),(jb) = Σ_ij (ρ_A)_ji (ρ_A)_ij = Tr ρ_A².

The Lean proof unfolds both sides and reorders the sums with `Finset.sum_comm`.

For a density matrix small enough to store in full, the right-hand side can be computed without building the much larger ρ⊗ρ: hold ρ as a four-index array, sum over the shared B label to obtain ρ_A, then, since ρ_A is Hermitian, add the squared moduli of its entries.

```lean
/-- The expectation of the B swap in two copies of `ρ` is `Tr ρ_B²`. -/
theorem trace_swapB (ρ : Matrix (m × n) (m × n) ℂ) :
    (swapB m n * (ρ ⊗ₖ ρ)).trace = (traceA ρ * traceA ρ).trace := by
  simp only [Matrix.trace, Matrix.diag_apply, permOp_mul_apply]
  simp only [exchangeB, Matrix.kroneckerMap_apply, Fintype.sum_prod_type, Matrix.mul_apply,
    traceA, Matrix.of_apply, Finset.sum_mul_sum]
  conv_rhs => rw [Finset.sum_comm]
  conv_lhs => rw [Finset.sum_comm]
  refine Finset.sum_congr rfl fun a _ => ?_
  conv_rhs => rw [Finset.sum_comm]
  exact Finset.sum_congr rfl fun i _ => Finset.sum_comm
```

Similarly,

Tr(F_B ρ⊗ρ) = Σ_ijab ρ_(ib),(ia) ρ_(ja),(jb) = Tr ρ_B².

```lean
/-- The expectation of the product of both swaps in two copies of `ρ` is `Tr ρ²`. -/
theorem trace_swapA_swapB (ρ : Matrix (m × n) (m × n) ℂ) :
    (swapA m n * (swapB m n * (ρ ⊗ₖ ρ))).trace = (ρ * ρ).trace := by
  simp only [Matrix.trace, Matrix.diag_apply, permOp_mul_apply]
  simp only [exchangeA, exchangeB, Matrix.kroneckerMap_apply, Fintype.sum_prod_type,
    Matrix.mul_apply]
  exact Finset.sum_congr rfl fun i _ => Finset.sum_congr rfl fun a _ =>
    Finset.sum_congr rfl fun j _ => Finset.sum_congr rfl fun b _ => mul_comm _ _
```

Both swaps together exchange the whole copies:

Tr(F_A F_B ρ⊗ρ) = Σ_ijab ρ_(jb),(ia) ρ_(ia),(jb) = Tr ρ².

## The entropy bounds

```lean
/-- Every density matrix `ρ` of a bipartite system satisfies
`Tr ρ_A² + Tr ρ_B² ≤ 1 + Tr ρ²`. -/
theorem purity_add_le {ρ : Matrix (m × n) (m × n) ℂ} (hρ : ρ.PosSemidef)
    (htr : ρ.trace = 1) :
    (traceB ρ * traceB ρ).trace.re + (traceA ρ * traceA ρ).trace.re
      ≤ 1 + (ρ * ρ).trace.re := by
  obtain ⟨hF, hG, hFF, hGG, hFG⟩ := antisymmetriser_product_witness m n
  have h := antisymmetriser_product_nonneg hF hG hFF hGG hFG (hρ.kronecker hρ)
  -- expand the two antisymmetrisers and evaluate each term by a swap identity
  have e : (1 - swapA m n) * (1 - swapB m n) * (ρ ⊗ₖ ρ) = ρ ⊗ₖ ρ - swapA m n * (ρ ⊗ₖ ρ)
      - swapB m n * (ρ ⊗ₖ ρ) + swapA m n * (swapB m n * (ρ ⊗ₖ ρ)) := by noncomm_ring
  rw [e, Matrix.trace_add, Matrix.trace_sub, Matrix.trace_sub, trace_swapA, trace_swapB,
    trace_swapA_swapB, Matrix.trace_kronecker, htr, one_mul] at h
  simp only [Complex.add_re, Complex.sub_re, Complex.one_re] at h
  linarith
```

A density matrix is encoded by `hρ` (positive semidefinite, which includes Hermitian) and `htr` (total probability one). Then ρ⊗ρ is positive semidefinite with trace one, and expanding the product gives

0 ≤ Tr[(1 − F_A)(1 − F_B) ρ⊗ρ] = 1 − Tr ρ_A² − Tr ρ_B² + Tr ρ².

The equation `e` is this expansion before traces are taken.

```lean
/-- For every density matrix of a bipartite system, the linear entropy of the whole lies between
the absolute difference and the sum of the linear entropies of the parts. -/
theorem linearEntropy_triangle {ρ : Matrix (m × n) (m × n) ℂ} (hρ : ρ.PosSemidef)
    (htr : ρ.trace = 1) :
    |linearEntropy (traceB ρ) - linearEntropy (traceA ρ)| ≤ linearEntropy ρ ∧
      linearEntropy ρ ≤ linearEntropy (traceB ρ) + linearEntropy (traceA ρ) := by
  obtain ⟨hF, hG, hFF, hGG, hFG⟩ := antisymmetriser_product_witness m n
  -- a sign change of one swap turns its antisymmetriser into a symmetriser
  have h1 := antisymmetriser_product_nonneg hF hG.neg hFF (by rw [neg_mul_neg, hGG])
    (by rw [mul_neg, neg_mul, hFG]) (hρ.kronecker hρ)
  have h2 := antisymmetriser_product_nonneg hF.neg hG (by rw [neg_mul_neg, hFF]) hGG
    (by rw [mul_neg, neg_mul, hFG]) (hρ.kronecker hρ)
  have e1 : (1 - swapA m n) * (1 - -swapB m n) * (ρ ⊗ₖ ρ) = ρ ⊗ₖ ρ - swapA m n * (ρ ⊗ₖ ρ)
      + swapB m n * (ρ ⊗ₖ ρ) - swapA m n * (swapB m n * (ρ ⊗ₖ ρ)) := by noncomm_ring
  have e2 : (1 - -swapA m n) * (1 - swapB m n) * (ρ ⊗ₖ ρ) = ρ ⊗ₖ ρ + swapA m n * (ρ ⊗ₖ ρ)
      - swapB m n * (ρ ⊗ₖ ρ) - swapA m n * (swapB m n * (ρ ⊗ₖ ρ)) := by noncomm_ring
  rw [e1] at h1
  rw [e2] at h2
  simp only [Matrix.trace_add, Matrix.trace_sub, trace_swapA, trace_swapB, trace_swapA_swapB,
    Matrix.trace_kronecker, htr, one_mul, Complex.add_re, Complex.sub_re,
    Complex.one_re] at h1 h2
  have h3 := purity_add_le hρ htr
  unfold linearEntropy
  refine ⟨abs_le.mpr ⟨?_, ?_⟩, ?_⟩ <;> linarith
```

The upper bound rewrites the previous theorem in entropies. For the lower one, −F_B also is Hermitian, squares to one and commutes with F_A, so

0 ≤ 1 − Tr ρ_A² + Tr ρ_B² − Tr ρ²,

which is S_B − S_A ≤ S_AB. Using −F_A instead gives S_A − S_B ≤ S_AB. These are `h1` and `h2`. For a pure state of a finite bipartite system, S_AB = 0 forces the parts to have equal purity.

```lean
omit [DecidableEq m] [DecidableEq n] in
/-- For a product `σ ⊗ τ` of matrices of trace one with `σ` Hermitian, the sum of the linear
entropies of the parts minus that of the whole equals the product of those of `σ` and `τ`. -/
theorem linearEntropy_gap_product {σ : Matrix m m ℂ} {τ : Matrix n n ℂ}
    (hσ : σ.IsHermitian) (hσ1 : σ.trace = 1) (hτ1 : τ.trace = 1) :
    linearEntropy (traceB (σ ⊗ₖ τ)) + linearEntropy (traceA (σ ⊗ₖ τ))
      - linearEntropy (σ ⊗ₖ τ) = linearEntropy σ * linearEntropy τ := by
  have hB : traceB (σ ⊗ₖ τ) = σ := by
    ext i j
    have h : ∑ a, τ a a = 1 := hτ1
    simp only [traceB, Matrix.of_apply, Matrix.kroneckerMap_apply, ← Finset.mul_sum, h, mul_one]
  have hA : traceA (σ ⊗ₖ τ) = τ := by
    ext a b
    have h : ∑ i, σ i i = 1 := hσ1
    simp only [traceA, Matrix.of_apply, Matrix.kroneckerMap_apply, ← Finset.sum_mul, h, one_mul]
  -- Tr σ² is real because σ is Hermitian
  have him : (σ * σ).trace.im = 0 := by
    have h : star (σ * σ).trace = (σ * σ).trace := by
      rw [← Matrix.trace_conjTranspose, conjTranspose_mul, hσ.eq]
    exact Complex.conj_eq_iff_im.mp h
  rw [hB, hA]
  unfold linearEntropy
  rw [← Matrix.mul_kronecker_mul, Matrix.trace_kronecker, Complex.mul_re, him]
  ring

end

end LinearEntropySubadditivity
```

For a product σ⊗τ the partial traces return σ and τ. With s = Tr σ² and t = Tr τ²,

(1 − s) + (1 − t) − (1 − st) = (1 − s)(1 − t).

Lean uses that σ is Hermitian to make s real, so that Re(st) = s Re(t). For density matrices the gap vanishes exactly when σ or τ is pure.

The formula also shows that Hermiticity and unit trace alone do not give subadditivity. Take σ = diag(2, −1), which has a negative eigenvalue and so is not a physical state, and τ = diag(½, ½): their linear entropies are −4 and ½, so the gap is −2.

```lean
#print axioms LinearEntropySubadditivity.linearEntropy_triangle
#print axioms LinearEntropySubadditivity.linearEntropy_gap_product
```

```
'LinearEntropySubadditivity.linearEntropy_triangle' depends on axioms: [propext, Classical.choice, Quot.sound]
'LinearEntropySubadditivity.linearEntropy_gap_product' depends on axioms: [propext, Classical.choice, Quot.sound]
```
